# Change in the local density of states due to one on-site impurity on a ring: its Fourier transform is −(1/π) Im[(t/N) Σ_k g_k g_(k+q)]

Sites r and momenta k are integers modulo N. With unit lattice spacing, k stands for the wavenumber 2πk/N. Write z = E + iη, where E is the energy probed and η > 0 is a Lorentzian broadening that stands for finite lifetime or resolution. The electrons do not interact, each site has one orbital, and the impurity shifts the energy of site 0 by v. In the title, g_k = 1/(z − ε_k) with ε_k the band energy of the clean ring, t = v/(1 − (v/N) Σ_k g_k), and the Fourier transform of a function f(r) is Σ_r exp(−2πi qr/N) f(r).

```lean
import Mathlib

open Matrix ComplexConjugate

namespace QuasiparticleInterference

noncomputable section

variable {N : ℕ} [NeZero N]
```

Mathlib is Lean's mathematics library. `ZMod N` is the type of integers modulo N, and `NeZero N` says that N ≥ 1.

```lean
/-- The phase `exp(2πi x/N)` on the ring of `N` sites. -/
def wave (x : ZMod N) : ℂ := ZMod.stdAddChar x
```

Write w(x) = exp(2πi x/N) for `wave x`.

```lean
/-- The translation-invariant matrix with value `f k` at crystal momentum `k`. -/
def bloch (f : ZMod N → ℂ) : Matrix (ZMod N) (ZMod N) ℂ :=
  Matrix.of fun r s => (N : ℂ)⁻¹ * ∑ k, f k * wave (k * (r - s))
```

For any function f of momentum, this is the circulant matrix with entries

(1/N) Σ_k f_k w(k(r−s)).

```lean
/-- The clean Hamiltonian with real dispersion `eps`. -/
def hopping (eps : ZMod N → ℝ) : Matrix (ZMod N) (ZMod N) ℂ :=
  bloch fun k => (eps k : ℂ)
```

The clean Hamiltonian H0 is this matrix with real band energies ε_k, which are otherwise arbitrary. There is one orbital per site and no interaction.

```lean
/-- The projector on site 0. -/
def site : Matrix (ZMod N) (ZMod N) ℂ := Matrix.diagonal (Pi.single 0 1)
```

The matrix P has a single nonzero entry, a 1 at site 0.

```lean
/-- The Hamiltonian with an impurity of strength `v` at site 0. -/
def dirty (eps : ZMod N → ℝ) (v : ℝ) : Matrix (ZMod N) (ZMod N) ℂ :=
  hopping eps + (v : ℂ) • site
```

The full Hamiltonian is H = H0 + vP. The real number v is the shift of the on-site energy caused by a point defect.

```lean
/-- The Green function `(z - H)⁻¹`, for `z` outside the spectrum of `H`. -/
def green (H : Matrix (ZMod N) (ZMod N) ℂ) (z : ℂ) : Matrix (ZMod N) (ZMod N) ℂ :=
  (z • (1 : Matrix (ZMod N) (ZMod N) ℂ) - H)⁻¹
```

This is G = (z − H)⁻¹; for the clean ring it is called G0. Lean gives every matrix an inverse, a meaningless one if the matrix is singular, so invertibility is proved below.

```lean
/-- The propagator `1/(z - e)` of a level of energy `e`, for `z ≠ e`. -/
def propagator (z : ℂ) (e : ℝ) : ℂ := 1 / (z - e)
```

Write g_k = 1/(z − ε_k).

```lean
/-- The impurity T-matrix `v/(1 - v · mean g)`, where the denominator is nonzero. -/
def tMatrix (eps : ZMod N → ℝ) (v : ℝ) (z : ℂ) : ℂ :=
  v / (1 - v * ((N : ℂ)⁻¹ * ∑ k, propagator z (eps k)))
```

With ḡ = (1/N) Σ_k g_k, the impurity's scattering strength at all orders in v is t = v/(1 − vḡ).

```lean
/-- The local density of states at site `r`, broadened by `Im z`, for `Im z > 0`. -/
def ldos (H : Matrix (ZMod N) (ZMod N) ℂ) (z : ℂ) (r : ZMod N) : ℝ :=
  -(1 / Real.pi) * (green H z r r).im
```

The local density of states is −(1/π) Im G(r,r). For an idealised tunnelling tip at fixed height and low temperature, the differential conductance is proportional to this quantity; tip matrix elements are not modelled.

## Plane waves diagonalise the clean ring

```lean
/-- Phases multiply when their arguments add. -/
theorem wave_add (x y : ZMod N) : wave (x + y) = wave x * wave y :=
  AddChar.map_add_eq_mul _ x y
```

A theorem gives its name, its hypotheses, a colon, the statement, and after `:=` the proof. This one says w(x+y) = w(x)w(y).

```lean
/-- Orthogonality of plane waves on the ring. -/
theorem wave_sum (b : ZMod N) :
    ∑ x : ZMod N, wave (x * b) = if b = 0 then (N : ℂ) else 0 := by
  have h := AddChar.sum_mulShift b (ZMod.isPrimitive_stdAddChar N)
  rw [ZMod.card] at h
  simpa [wave] using h
```

If b = 0, every term is 1 and the sum is N. Otherwise it is a geometric series with ratio ω = w(b) ≠ 1 and ω^N = 1, so it equals (ω^N − 1)/(ω − 1) = 0. Lean takes this from Mathlib's theorem on character sums.

```lean
/-- A plane wave of momentum `k` is an eigenvector of `bloch f` with eigenvalue `f k`. -/
theorem bloch_mulVec_wave (f : ZMod N → ℂ) (k : ZMod N) :
    bloch f *ᵥ (fun r => wave (k * r)) = f k • fun r => wave (k * r) := by
  have hN : (N : ℂ) ≠ 0 := Nat.cast_ne_zero.mpr (NeZero.ne N)
  ext r
  have h : ∀ j l : ZMod N, f l * wave (l * (r - j)) * wave (k * j)
      = f l * wave (l * r) * wave (j * (k - l)) := by
    intro j l
    rw [mul_assoc, mul_assoc, ← wave_add, ← wave_add]
    congr 2
    ring
  calc (bloch f *ᵥ fun r => wave (k * r)) r
      = (N : ℂ)⁻¹ * ∑ j, ∑ l, f l * wave (l * (r - j)) * wave (k * j) := by
        simp only [Matrix.mulVec, dotProduct, bloch, Matrix.of_apply, Finset.mul_sum,
          Finset.sum_mul, mul_assoc]
    _ = (N : ℂ)⁻¹ * ∑ l, f l * wave (l * r) * ∑ j, wave (j * (k - l)) := by
        rw [Finset.sum_comm]
        simp only [h, Finset.mul_sum]
    _ = f k * wave (k * r) := by
        simp only [wave_sum, sub_eq_zero, mul_ite, mul_zero, Finset.sum_ite_eq,
          Finset.mem_univ, if_true]
        field_simp
```

Here `*ᵥ` is matrix times vector and `•` is multiplication by a number. By hand:

(1/N) Σ_j Σ_l f_l w(l(r−j)) w(kj) = (1/N) Σ_l f_l w(lr) Σ_j w(j(k−l)) = f_k w(kr).

The `calc` block follows these steps, with `wave_sum` selecting l = k. The normalised eigenvector is w(kr)/√N.

```lean
/-- The clean resolvent is diagonal in momentum, with entries `1/(z - eps k)`. -/
theorem free_resolvent (eps : ZMod N → ℝ) {z : ℂ} (hz : 0 < z.im) :
    (z • (1 : Matrix (ZMod N) (ZMod N) ℂ) - hopping eps) *
      bloch (fun k => propagator z (eps k)) = 1 := by
  have hN : (N : ℂ) ≠ 0 := Nat.cast_ne_zero.mpr (NeZero.ne N)
  ext r s
  have he : ∀ k, ∑ j, (z • (1 : Matrix (ZMod N) (ZMod N) ℂ) - hopping eps) r j * wave (k * j)
      = (z - eps k) * wave (k * r) := by
    intro k
    have h : ∑ j, hopping eps r j * wave (k * j) = eps k * wave (k * r) :=
      congrFun (bloch_mulVec_wave (fun k => (eps k : ℂ)) k) r
    simp only [Matrix.sub_apply, sub_mul, Finset.sum_sub_distrib, h]
    simp [Matrix.one_apply]
  have hs : ∀ k j : ZMod N, wave (k * (j - s)) = wave (k * j) * wave (-(k * s)) := by
    intro k j
    rw [← wave_add]
    congr 1
    ring
  have hg : ∀ k, propagator z (eps k) * (z - eps k) = 1 := by
    intro k
    refine one_div_mul_cancel fun h => hz.ne' ?_
    simpa using congrArg Complex.im h
  generalize z • (1 : Matrix (ZMod N) (ZMod N) ℂ) - hopping eps = M at he ⊢
  calc (M * bloch fun k => propagator z (eps k)) r s
      = (N : ℂ)⁻¹ * ∑ k, propagator z (eps k) * wave (-(k * s)) *
          ∑ j, M r j * wave (k * j) := by
        simp only [Matrix.mul_apply, bloch, Matrix.of_apply, Finset.mul_sum]
        rw [Finset.sum_comm]
        refine Finset.sum_congr rfl fun k _ => Finset.sum_congr rfl fun j _ => ?_
        rw [hs]
        ring
    _ = (N : ℂ)⁻¹ * ∑ k, wave (k * (r - s)) := by
        congr 1
        refine Finset.sum_congr rfl fun k _ => ?_
        rw [he, hs]
        linear_combination (wave (k * r) * wave (-(k * s))) * hg k
    _ = (1 : Matrix (ZMod N) (ZMod N) ℂ) r s := by
        rw [wave_sum, Matrix.one_apply]
        by_cases h : r = s
        · simp [h, hN]
        · simp [h, sub_eq_zero]
```

Let M = z − H0, and let B be the circulant matrix built from g_k. Then

(MB)(r,s) = (1/N) Σ_k g_k w(−ks) Σ_j M(r,j) w(kj)
= (1/N) Σ_k g_k (z − ε_k) w(k(r−s))
= (1/N) Σ_k w(k(r−s)) = δ_rs.

In the proof, `he` is the eigenvalue equation for M, `hs` splits the phase, and `hg` is g_k(z − ε_k) = 1, which holds because η > 0. Hence G0 = B.

## The impurity at all orders in v

```lean
/-- The imaginary part of a propagator. For `Im z > 0` it is a negative Lorentzian in `Re z - e`
with half-width `Im z` at half maximum. -/
theorem propagator_im (z : ℂ) (e : ℝ) :
    (propagator z e).im = -z.im / ((z.re - e) ^ 2 + z.im ^ 2) := by
  rw [propagator, one_div, Complex.inv_im, Complex.normSq_apply]
  simp only [Complex.sub_re, Complex.sub_im, Complex.ofReal_re, Complex.ofReal_im, sub_zero,
    pow_two]
```

Multiplying 1/(z − e) above and below by the complex conjugate of z − e gives

Im 1/(z − e) = −η/((E − e)² + η²).

```lean
/-- The denominator of the T-matrix does not vanish in the upper half plane. -/
theorem tMatrix_denominator_ne_zero (eps : ZMod N → ℝ) (v : ℝ) {z : ℂ} (hz : 0 < z.im) :
    1 - (v : ℂ) * ((N : ℂ)⁻¹ * ∑ k, propagator z (eps k)) ≠ 0 := by
  have hN : (0 : ℝ) < (N : ℝ)⁻¹ := inv_pos.mpr (Nat.cast_pos.mpr (NeZero.pos N))
  have hpos : 0 < ∑ k, -(propagator z (eps k)).im := by
    refine Finset.sum_pos (fun k _ => ?_) Finset.univ_nonempty
    rw [propagator_im, neg_div, neg_neg]
    positivity
  rw [Finset.sum_neg_distrib] at hpos
  intro h
  have him := congrArg Complex.im h
  have hc : (N : ℂ)⁻¹ = (((N : ℝ)⁻¹ : ℝ) : ℂ) := by push_cast; rfl
  rw [hc, Complex.sub_im, Complex.im_ofReal_mul, Complex.im_ofReal_mul, Complex.im_sum,
    Complex.one_im, Complex.zero_im, zero_sub, neg_eq_zero] at him
  -- a vanishing imaginary part forces `v = 0`, and then the denominator is 1
  rcases mul_eq_zero.mp him with hv | hm
  · simp [hv] at h
  · rcases mul_eq_zero.mp hm with h1 | h1 <;> linarith
```

By the previous formula, Im ḡ < 0. If 1 − vḡ were zero, its imaginary part −v Im ḡ would vanish, so v = 0. But then the denominator is 1, a contradiction. The two cases after the first `rcases` are v = 0 and Im ḡ = 0, and the second is impossible.

```lean
/-- The resolvent with the impurity exists and obeys the T-matrix equation
`G = G0 + t G0 P G0`, with `P` the projector on site 0. -/
theorem tMatrix_equation (eps : ZMod N → ℝ) (v : ℝ) {z : ℂ} (hz : 0 < z.im) :
    (z • (1 : Matrix (ZMod N) (ZMod N) ℂ) - dirty eps v) * green (dirty eps v) z = 1 ∧
    green (dirty eps v) z = green (hopping eps) z +
      tMatrix eps v z • (green (hopping eps) z * site * green (hopping eps) z) := by
  have alg : ∀ (M B P : Matrix (ZMod N) (ZMod N) ℂ) (t w b : ℂ), M * B = 1 →
      P * B * P = b • P → t * (1 - w * b) = w →
      (M - w • P) * (B + t • (B * P * B)) = 1 := by
    intro M B P t w b h1 h2 h3
    have e1 : M * (B * P * B) = P * B := by rw [← mul_assoc, ← mul_assoc, h1, one_mul]
    have e2 : P * (B * P * B) = b • (P * B) := by
      rw [← mul_assoc, ← mul_assoc, h2, smul_mul_assoc]
    simp only [sub_mul, mul_add, smul_mul_assoc, mul_smul_comm, h1, e1, e2]
    linear_combination (norm := module) h3 • (P * B)
  have hM := free_resolvent eps hz
  have hB : green (hopping eps) z = bloch fun k => propagator z (eps k) :=
    Matrix.inv_eq_right_inv hM
  have hP : site * (bloch fun k => propagator z (eps k)) * site
      = ((N : ℂ)⁻¹ * ∑ k, propagator z (eps k)) • site := by
    ext i j
    simp only [site, Matrix.smul_apply, smul_eq_mul, Matrix.mul_diagonal, Matrix.diagonal_mul]
    rcases eq_or_ne i 0 with hi | hi
    · rcases eq_or_ne j 0 with hj | hj
      · simp [hi, hj, bloch, wave]
      · simp [hi, hj, hj.symm]
    · simp [hi, Matrix.diagonal_apply]
  have h := alg _ _ _ (tMatrix eps v z) v _ hM hP
    (div_mul_cancel₀ _ (tMatrix_denominator_ne_zero eps v hz))
  rw [sub_sub] at h
  have hG : green (dirty eps v) z = _ := Matrix.inv_eq_right_inv h
  rw [hB, hG]
  exact ⟨h, rfl⟩
```

The symbol `∧` means "and": z − H is invertible, and G = G0 + t G0 P G0. Three facts suffice: MB = 1, PBP = ḡP (since B(0,0) = ḡ), and t(1 − vḡ) = v. Multiplying out,

(M − vP)(B + tBPB) = 1 + tPB − vPB − vtḡPB
= 1 + (t − vtḡ − v)PB = 1.

The local statement `alg` is this calculation, with `w` for v and `b` for ḡ. For square matrices a right inverse is the inverse, which `Matrix.inv_eq_right_inv` supplies.

## From real space to momentum transfer q

```lean
/-- The Fourier transform at `q` of the impurity-induced change of the local Green function
is `(t/N) ∑ g_k g_(k+q)`. -/
theorem fourier_green (eps : ZMod N → ℝ) (v : ℝ) {z : ℂ} (hz : 0 < z.im) (q : ZMod N) :
    ∑ r, wave (-(q * r)) * (green (dirty eps v) z r r - green (hopping eps) z r r)
      = tMatrix eps v z / N * ∑ k, propagator z (eps k) * propagator z (eps (k + q)) := by
  have hB : green (hopping eps) z = bloch fun k => propagator z (eps k) :=
    Matrix.inv_eq_right_inv (free_resolvent eps hz)
  rw [(tMatrix_equation eps v hz).2, hB]
  set g : ZMod N → ℂ := fun k => propagator z (eps k) with hg
  have hd : ∀ r, (bloch g * site (N := N) * bloch g : Matrix (ZMod N) (ZMod N) ℂ) r r
      = bloch g r 0 * bloch g 0 r := by
    intro r
    rw [Matrix.mul_apply]
    simp [site, Matrix.mul_diagonal, Pi.single_apply]
  have he : ∀ k, ∑ r, bloch g 0 r * wave (k * r) = g k := by
    intro k
    have h : ∑ r, bloch g 0 r * wave (k * r) = g k * wave (k * 0) :=
      congrFun (bloch_mulVec_wave g k) 0
    rw [h, mul_zero, wave, AddChar.map_zero_eq_one, mul_one]
  have hw : ∀ k r : ZMod N, wave ((k - q) * r) = wave (-(q * r)) * wave (k * (r - 0)) := by
    intro k r
    rw [← wave_add]
    congr 1
    ring
  calc ∑ r, wave (-(q * r)) *
        ((bloch g + tMatrix eps v z • (bloch g * site (N := N) * bloch g) :
          Matrix (ZMod N) (ZMod N) ℂ) r r - bloch g r r)
      = ∑ r, wave (-(q * r)) * (tMatrix eps v z * (bloch g r 0 * bloch g 0 r)) := by
        refine Finset.sum_congr rfl fun r _ => ?_
        rw [Matrix.add_apply, Matrix.smul_apply, hd, smul_eq_mul, add_sub_cancel_left]
    _ = ∑ r, ∑ k, tMatrix eps v z / N * (g k * (bloch g 0 r * wave ((k - q) * r))) := by
        refine Finset.sum_congr rfl fun r _ => ?_
        have h0 : bloch g r 0 = (N : ℂ)⁻¹ * ∑ k, g k * wave (k * (r - 0)) := rfl
        rw [h0]
        simp only [Finset.mul_sum, Finset.sum_mul]
        refine Finset.sum_congr rfl fun k _ => ?_
        rw [hw]
        ring
    _ = tMatrix eps v z / N * ∑ k, g k * g (k - q) := by
        rw [Finset.sum_comm]
        simp only [← Finset.mul_sum, he]
    _ = tMatrix eps v z / N * ∑ k, g k * g (k + q) := by
        -- relabel the momentum
        congr 1
        refine Fintype.sum_equiv (Equiv.subRight q) _ _ fun k => ?_
        simp [mul_comm]
```

The transform is Σ_r w(−qr)(…), without a prefactor. Since P selects site 0, G(r,r) − G0(r,r) = t B(r,0) B(0,r). Expand B(r,0) in plane waves:

Σ_r w(−qr) t B(r,0) B(0,r) = (t/N) Σ_k g_k Σ_r B(0,r) w((k−q)r)
= (t/N) Σ_k g_k g_(k−q).

The inner sum is the eigenvalue equation read at site 0 (`he`). Replacing k by k + q gives (t/N) Σ_k g_k g_(k+q), which is the relabelling by `Equiv.subRight q`.

```lean
/-- The Fourier transform at `q` of the change in local density of states is
`-(1/π) Im[(t/N) ∑ g_k g_(k+q)]`. -/
theorem fourier_ldos (eps : ZMod N → ℝ) (v : ℝ) {z : ℂ} (hz : 0 < z.im) (q : ZMod N) :
    ∑ r, wave (-(q * r)) * ((ldos (dirty eps v) z r - ldos (hopping eps) z r : ℝ) : ℂ)
      = ((-(1 / Real.pi) * (tMatrix eps v z / N *
          ∑ k, propagator z (eps k) * propagator z (eps (k + q))).im : ℝ) : ℂ) := by
  have h1 := fourier_green eps v hz q
  have h2 := fourier_green eps v hz (-q)
  -- the momentum sum is even in `q`
  have hsym : ∑ k, propagator z (eps k) * propagator z (eps (k + -q))
      = ∑ k, propagator z (eps k) * propagator z (eps (k + q)) := by
    refine Fintype.sum_equiv (Equiv.subRight q) _ _ fun k => ?_
    simp [mul_comm, sub_eq_add_neg]
  rw [hsym] at h2
  set A := tMatrix eps v z / N * ∑ k, propagator z (eps k) * propagator z (eps (k + q))
  have h3 : ∑ r, wave (-(q * r)) *
      conj (green (dirty eps v) z r r - green (hopping eps) z r r) = conj A := by
    rw [← h2, map_sum]
    refine Finset.sum_congr rfl fun r _ => ?_
    rw [map_mul]
    congr 1
    simp only [wave]
    rw [← AddChar.map_neg_eq_conj]
    congr 1
    ring
  have hA : (A.im : ℂ) = (A - conj A) / (2 * Complex.I) := Complex.im_eq_sub_conj A
  rw [Complex.ofReal_mul, hA, ← h3, ← h1, ← Finset.sum_sub_distrib, Finset.sum_div,
    Finset.mul_sum]
  refine Finset.sum_congr rfl fun r _ => ?_
  have hr : ldos (dirty eps v) z r - ldos (hopping eps) z r = -(1 / Real.pi) *
      (green (dirty eps v) z r r - green (hopping eps) z r r).im := by
    rw [ldos, ldos, Complex.sub_im]
    ring
  rw [hr, Complex.ofReal_mul, Complex.im_eq_sub_conj]
  ring
```

Taking an imaginary part does not in general commute with a Fourier transform. Here it does. Let D(r) = G(r,r) − G0(r,r), with transform A(q). The same shift of k shows A(−q) = A(q) (`hsym`), even if ε_k ≠ ε_(−k). Therefore, with * for complex conjugation,

Σ_r w(−qr) D(r)* = (Σ_r w(qr) D(r))* = A(−q)* = A(q)*.

This is `h3`. Since Im D = (D − D*)/(2i), the transform of Im D is (A − A*)/(2i) = Im A. The factor −1/π completes the result. The annotations `: ℝ) : ℂ` treat a real number as a complex one.

## Two states at the probed energy

```lean
omit [NeZero N] in
/-- When `k` and `k+q` both lie at energy `Re z`, `Im(g_k g_(k+q))` vanishes, while
`Im g_k Im g_(k+q)` equals `1/(Im z)²`, its maximum over all pairs of real energies. -/
theorem on_shell_contrast (eps : ZMod N → ℝ) {z : ℂ} (hz : 0 < z.im) (k q : ZMod N)
    (hk : eps k = z.re) (hkq : eps (k + q) = z.re) :
    (propagator z (eps k) * propagator z (eps (k + q))).im = 0 ∧
    (propagator z (eps k)).im * (propagator z (eps (k + q))).im = 1 / z.im ^ 2 ∧
    ∀ e e' : ℝ, (propagator z e).im * (propagator z e').im ≤ 1 / z.im ^ 2 := by
  have hre : (propagator z z.re).re = 0 := by simp [propagator]
  rw [hk, hkq]
  refine ⟨?_, ?_, fun e e' => ?_⟩
  · rw [Complex.mul_im, hre]
    ring
  · rw [propagator_im, sub_self, zero_pow two_ne_zero, zero_add]
    field_simp
  · rw [propagator_im, propagator_im, div_mul_div_comm,
      div_le_div_iff₀ (by positivity) (by positivity)]
    have h : 0 ≤ (z.re - e) ^ 2 * (z.re - e') ^ 2 + (z.re - e) ^ 2 * z.im ^ 2
        + (z.re - e') ^ 2 * z.im ^ 2 := by positivity
    linarith

end

end QuasiparticleInterference
```

The hypotheses `hk` and `hkq` put both states at energy E. Then g_k = g_(k+q) = 1/(iη) = −i/η, so

g_k g_(k+q) = −1/η², with imaginary part 0,
Im g_k · Im g_(k+q) = 1/η².

For arbitrary real energies e and e′, set x = E − e and y = E − e′. The product of imaginary parts is η²/((x² + η²)(y² + η²)), and

(x² + η²)(y² + η²) = η⁴ + x²y² + x²η² + y²η² ≥ η⁴,

so it is at most 1/η². The last three terms of the expansion are the nonnegative quantity `h`.

Summed over k, the products Im g_k · Im g_(k+q) give, up to a constant, the broadened joint density of states at energy E, which counts pairs of states that both lie near E and differ in momentum by q. The transform in `fourier_ldos` instead weighs each pair, up to a constant, by Im(t g_k g_(k+q)). To first order in v, t equals the real number v, so the pair above drops out, although its weight in the joint density of states is the largest possible. Beyond first order it contributes: for v ≠ 0 its weight is −Im t/η², where Im t = v² Im ḡ/|1 − vḡ|² is negative because Im ḡ < 0.

```lean
#print axioms QuasiparticleInterference.fourier_ldos
-- 'QuasiparticleInterference.fourier_ldos' depends on axioms: [propext, Classical.choice, Quot.sound]
#print axioms QuasiparticleInterference.on_shell_contrast
-- 'QuasiparticleInterference.on_shell_contrast' depends on axioms: [propext, Classical.choice, Quot.sound]
```
